# A phase kick turns a Fano line, less its background, into a Lorentzian

To predict how a short laser pulse, arriving right after the excitation, reshapes an autoionisation line, a calculation can fit the undisturbed line, build the decaying dipole from the fit, multiply it by a phase factor and Fourier transform. For an isolated resonance with one exponential decay, the result below supplies the dipole's initial phase, apart from the constant factor \(i\) of linear response, and the new line shape.

Let \(q\) be the real asymmetry parameter and \(e=(E-E_r)/(\Gamma/2)\) the reduced detuning, often written \(\epsilon\), at photon energy \(E\) for a resonance with excitation energy \(E_r\) and width \(\Gamma\). Time \(t\) is measured in units of \(2\hbar/\Gamma\), the decay time of the dipole amplitude. With \(\varphi=2\arg(q-i)\),
\[
\frac{(q+e)^2}{1+e^2}-1=(1+q^2)\,\mathrm{Re}\Big[e^{i\varphi}\int_0^\infty e^{(ie-1)t}\,dt\Big].
\]
Multiplying the dipole by \(e^{-i\varphi}\) changes this spectrum to \((1+q^2)/(1+e^2)\), and multiplying it by \(e^{i(\pi-\varphi)}\) gives the negative of that Lorentzian.

## From the decaying dipole to the line shape

Since \(|e^{(ie-1)t}|=e^{-t}\), the integral converges and the antiderivative vanishes at infinity:
\[
\int_0^\infty e^{(ie-1)t}\,dt=\frac{1}{1-ie}=\frac{1+ie}{1+e^2}.
\]
A response \(c\,e^{-t}\) with complex amplitude \(c\) therefore has the spectrum \((\mathrm{Re}\,c-e\,\mathrm{Im}\,c)/(1+e^2)\).

Squaring \(q-i=\sqrt{1+q^2}\,e^{i\varphi/2}\) gives \((1+q^2)e^{i\varphi}=q^2-1-2iq\). With this as \(c\), the spectrum is
\[
\frac{q^2-1+2qe}{1+e^2}=\frac{(q+e)^2-(1+e^2)}{1+e^2},
\]
which is the claim. A kick by an angle \(\theta\) replaces \(\varphi\) by \(\varphi+\theta\), so the spectrum becomes
\[
S_\theta(e)=(1+q^2)\,\frac{\cos(\varphi+\theta)-e\sin(\varphi+\theta)}{1+e^2}.
\]
The total phase is \(0\) for \(\theta=-\varphi\) and \(\pi\) for \(\theta=\pi-\varphi\), which gives the two Lorentzians. The same formula at \(\theta=\pi/2-\varphi\) gives the purely dispersive line \(-(1+q^2)e/(1+e^2)\), a neighbouring case that is not stated separately in the code.

For a fitted \(q=1\), for example, \(\varphi=-\pi/2\) and the line above background is \(2e/(1+e^2)\). A pulse that briefly shifts the resonance energy by \(\Delta E(\tau)\), with \(\tau\) the physical time, contributes \(\theta=-\hbar^{-1}\int\Delta E\,d\tau\). If this equals \(\pi/2\), the line becomes \(2/(1+e^2)\), and the unit background is added back.

## Profile, phase and response in Lean

```lean
import Mathlib

open MeasureTheory Set
open Complex (I)

namespace FanoProfile

noncomputable section
```

The profile and its phase are functions of real numbers.

```lean
/-- The Fano profile with asymmetry parameter `q` at reduced detuning `e`. -/
def fano (q e : ℝ) : ℝ := (q + e) ^ 2 / (1 + e ^ 2)
```

Lean's `Complex.arg` lies in \((-\pi,\pi]\), and \(q-i\) lies in the lower half-plane, so `fanoPhase q` lies between \(-2\pi\) and \(0\).

```lean
/-- The Fano phase `φ = 2 arg (q - i)`. -/
def fanoPhase (q : ℝ) : ℝ := 2 * Complex.arg ((q : ℂ) - I)
```

The carrier oscillation at the resonance energy has been removed from `dipole`, which also contains the factor \(1+q^2\). The constant factor \(i\) that linear response gives the physical dipole after a short excitation at \(t=0\) has been removed too, so absorption is the real part of the Fourier integral here instead of the imaginary part.

```lean
/-- The decaying dipole response with amplitude `1 + q²` and initial phase `φ`;
time is in units of the decay time of the amplitude. -/
def dipole (q t : ℝ) : ℂ :=
  (1 + (q : ℂ) ^ 2) * Complex.exp (fanoPhase q * I) * Complex.exp (-(t : ℂ))
```

The kick multiplies the whole response from \(t=0\). That a real pulse, with its finite duration and delay, acts as such a uniform phase factor is a physical assumption.

```lean
/-- A sudden phase kick: the response `d` is multiplied by `exp (iθ)`. -/
def kick (θ : ℝ) (d : ℝ → ℂ) (t : ℝ) : ℂ := Complex.exp (θ * I) * d t
```

Here `spectrum` means a line shape, not the eigenvalues of an operator. Its kernel \(e^{+iet}\) fixes the sign convention for the phase.

```lean
/-- The spectrum at detuning `e` of a response `d` integrable on `t > 0`:
the real part of its half-line Fourier integral. -/
def spectrum (d : ℝ → ℂ) (e : ℝ) : ℝ :=
  (∫ t in Ioi (0 : ℝ), d t * Complex.exp (I * e * t)).re
```

## The integral and the Fano phase

The first lemma proves convergence as well as the value. Mathlib's half-line exponential integral applies because the coefficient of \(t\) in the exponent has real part \(-1\), and `linear_combination` finishes the algebra with \(i^2=-1\).

```lean
/-- The damped oscillation `exp ((ie - 1)t)` is integrable over `t > 0`, and its integral
is `(1 + ie) / (1 + e²)`. -/
theorem decay_integral (e : ℝ) :
    IntegrableOn (fun t : ℝ => Complex.exp ((I * e - 1) * t)) (Ioi 0) ∧
    ∫ t in Ioi (0 : ℝ), Complex.exp ((I * e - 1) * t)
      = (1 + I * e) / (1 + (e : ℂ) ^ 2) := by
  have ha : (I * (e : ℂ) - 1).re < 0 := by simp
  have hne : I * (e : ℂ) - 1 ≠ 0 := by
    intro h
    rw [h] at ha
    simp at ha
  have h2 : 1 + (e : ℂ) ^ 2 ≠ 0 := by
    have h : (1 + e ^ 2 : ℝ) ≠ 0 := by positivity
    exact_mod_cast h
  refine ⟨integrableOn_exp_mul_complex_Ioi ha 0, ?_⟩
  rw [integral_exp_mul_complex_Ioi ha 0, Complex.ofReal_zero, mul_zero, Complex.exp_zero,
    div_eq_div_iff hne h2]
  linear_combination (-(e : ℂ) ^ 2) * Complex.I_sq
```

The next lemma merges decay and oscillation into one exponential, takes the constant \(c\) out of the integral and reads off the real part.

```lean
/-- An exponentially decaying response with complex amplitude `c` has an absorptive part
proportional to `Re c` and a dispersive part proportional to `Im c`. -/
theorem spectrum_decay (c : ℂ) (e : ℝ) :
    spectrum (fun t => c * Complex.exp (-(t : ℂ))) e
      = (c.re - e * c.im) / (1 + e ^ 2) := by
  -- decay and oscillation combine into one exponential
  have h : ∀ t : ℝ, c * Complex.exp (-(t : ℂ)) * Complex.exp (I * e * t)
      = c * Complex.exp ((I * e - 1) * t) := by
    intro t
    rw [mul_assoc, ← Complex.exp_add]
    congr 2
    ring
  have hd : c * ((1 + I * e) / (1 + (e : ℂ) ^ 2))
      = (c * (1 + I * e)) / ((1 + e ^ 2 : ℝ) : ℂ) := by
    push_cast
    ring
  simp only [spectrum, h]
  rw [integral_const_mul, (decay_integral e).2, hd, Complex.div_ofReal_re]
  congr 1
  simp only [Complex.mul_re, Complex.add_re, Complex.add_im, Complex.mul_im, Complex.one_re,
    Complex.one_im, Complex.I_re, Complex.I_im, Complex.ofReal_re, Complex.ofReal_im]
  ring
```

Squaring the polar form of \(q-i\) is the step `hp`. Its real and imaginary parts give the cosine and sine.

```lean
/-- The cosine and sine of the Fano phase, in terms of the asymmetry parameter. -/
theorem fanoPhase_cos_sin (q : ℝ) :
    (1 + q ^ 2) * Real.cos (fanoPhase q) = q ^ 2 - 1 ∧
    (1 + q ^ 2) * Real.sin (fanoPhase q) = -2 * q := by
  -- square the polar form of `q - i`
  have h := Complex.norm_mul_exp_arg_mul_I ((q : ℂ) - I)
  have hn : ‖(q : ℂ) - I‖ ^ 2 = 1 + q ^ 2 := by
    rw [Complex.sq_norm, Complex.normSq_apply]
    simp only [Complex.sub_re, Complex.sub_im, Complex.ofReal_re, Complex.ofReal_im,
      Complex.I_re, Complex.I_im]
    ring
  have he : Complex.exp (fanoPhase q * I)
      = Complex.exp (Complex.arg ((q : ℂ) - I) * I) ^ 2 := by
    rw [← Complex.exp_nat_mul]
    unfold fanoPhase
    congr 1
    push_cast
    ring
  have hp : ((1 + q ^ 2 : ℝ) : ℂ) * Complex.exp (fanoPhase q * I) = ((q : ℂ) - I) ^ 2 := by
    rw [he, ← hn, Complex.ofReal_pow, ← mul_pow, h]
  have hre := congrArg Complex.re hp
  have him := congrArg Complex.im hp
  rw [Complex.re_ofReal_mul, Complex.exp_ofReal_mul_I_re] at hre
  rw [Complex.im_ofReal_mul, Complex.exp_ofReal_mul_I_im] at him
  rw [hre, him, pow_two ((q : ℂ) - I)]
  simp only [Complex.mul_re, Complex.mul_im, Complex.sub_re, Complex.sub_im,
    Complex.ofReal_re, Complex.ofReal_im, Complex.I_re, Complex.I_im]
  constructor <;> ring
```

## Spectra after a kick

In `spectrum_kick`, the step `hk` adds the two phases, and `spectrum_decay` then gives \(S_\theta\).

```lean
/-- The spectrum of the dipole response after a phase kick by an arbitrary angle `θ`. -/
theorem spectrum_kick (q θ e : ℝ) :
    spectrum (kick θ (dipole q)) e
      = (1 + q ^ 2) * (Real.cos (fanoPhase q + θ) - e * Real.sin (fanoPhase q + θ))
        / (1 + e ^ 2) := by
  -- the kick adds its angle to the phase of the dipole
  have hk : kick θ (dipole q) = fun t : ℝ => (((1 + q ^ 2 : ℝ) : ℂ) *
      Complex.exp (((fanoPhase q + θ : ℝ) : ℂ) * I)) * Complex.exp (-(t : ℂ)) := by
    funext t
    rw [Complex.ofReal_add (fanoPhase q) θ, add_mul (fanoPhase q : ℂ) (θ : ℂ) I,
      Complex.exp_add]
    simp only [kick, dipole]
    push_cast
    ring
  rw [hk, spectrum_decay, Complex.re_ofReal_mul, Complex.im_ofReal_mul,
    Complex.exp_ofReal_mul_I_re, Complex.exp_ofReal_mul_I_im]
  ring
```

A kick by zero leaves the dipole unchanged. Inserting the cosine and sine of \(\varphi\) proves the identity for all real \(q\) and \(e\).

```lean
/-- The Fano profile minus its unit background is the spectrum of the dipole response
whose initial phase is the Fano phase. -/
theorem fano_sub_one_eq_spectrum (q e : ℝ) :
    fano q e - 1 = spectrum (dipole q) e := by
  have hk : kick 0 (dipole q) = dipole q := by
    funext t
    simp [kick]
  have h := spectrum_kick q 0 e
  rw [hk, add_zero] at h
  obtain ⟨hc, hs⟩ := fanoPhase_cos_sin q
  have he : 1 + e ^ 2 ≠ 0 := by positivity
  rw [h, fano, div_sub_one he]
  congr 1
  linear_combination e * hs - hc
```

The two Lorentzians follow from the values of cosine and sine at \(0\) and \(\pi\).

```lean
/-- A phase kick by `-φ` turns the Fano response into a Lorentzian absorption line. -/
theorem lorentzian_of_kick (q e : ℝ) :
    spectrum (kick (-fanoPhase q) (dipole q)) e = (1 + q ^ 2) / (1 + e ^ 2) := by
  rw [spectrum_kick, add_neg_cancel, Real.cos_zero, Real.sin_zero]
  ring

/-- A phase kick by `π - φ` turns the Fano response into the negative of the Lorentzian. -/
theorem neg_lorentzian_of_kick (q e : ℝ) :
    spectrum (kick (Real.pi - fanoPhase q) (dipole q)) e
      = -((1 + q ^ 2) / (1 + e ^ 2)) := by
  rw [spectrum_kick, add_sub_cancel, Real.cos_pi, Real.sin_pi]
  ring
```

Conversely, suppose a kick yields the positive Lorentzian at every detuning. At \(e=0\) this reads \((1+q^2)\cos(\varphi+\theta)=1+q^2\), so \(\varphi+\theta\) is a multiple of \(2\pi\). For any such angle the cosine is \(1\) and the sine \(0\), which restores the Lorentzian.

```lean
/-- A phase kick yields the Lorentzian at all detunings exactly when its angle is `-φ`
up to a multiple of `2π`. -/
theorem lorentzian_iff (q θ : ℝ) :
    (∀ e, spectrum (kick θ (dipole q)) e = (1 + q ^ 2) / (1 + e ^ 2)) ↔
      ∃ n : ℤ, θ = n * (2 * Real.pi) - fanoPhase q := by
  constructor
  · intro h
    -- the value at the line centre already fixes the phase
    have h0 := h 0
    rw [spectrum_kick] at h0
    have hq : 1 + q ^ 2 ≠ 0 := by positivity
    have hc : Real.cos (fanoPhase q + θ) = 1 := by
      apply mul_left_cancel₀ hq
      linear_combination h0
    obtain ⟨n, hn⟩ := (Real.cos_eq_one_iff _).mp hc
    exact ⟨n, by linarith⟩
  · rintro ⟨n, hn⟩ e
    have hc : Real.cos (fanoPhase q + θ) = 1 :=
      (Real.cos_eq_one_iff _).mpr ⟨n, by linarith⟩
    have hs : Real.sin (fanoPhase q + θ) = 0 := by
      have h := Real.sin_sq_add_cos_sq (fanoPhase q + θ)
      rw [hc] at h
      exact (pow_eq_zero_iff two_ne_zero).mp (by linarith)
    rw [spectrum_kick, hc, hs]
    ring
```

A kick by \(\varphi(q')-\varphi(q)\) leaves the total phase \(\varphi(q')\) but keeps the amplitude \(1+q^2\). The result is the line of \(q'\) above background, multiplied by \((1+q^2)/(1+q'^2)\).

```lean
/-- With the unit background subtracted from both profiles, a phase kick by the difference of two
Fano phases converts the line shape of `q` into that of `q'`, rescaled by `(1 + q²) / (1 + q'²)`. -/
theorem fano_conversion (q q' e : ℝ) :
    spectrum (kick (fanoPhase q' - fanoPhase q) (dipole q)) e
      = (1 + q ^ 2) / (1 + q' ^ 2) * (fano q' e - 1) := by
  have hq : 1 + q' ^ 2 ≠ 0 := by positivity
  have h := spectrum_kick q' (-fanoPhase q' + fanoPhase q') e
  have hk : kick (-fanoPhase q' + fanoPhase q') (dipole q') = dipole q' := by
    funext t
    simp [kick]
  rw [hk, neg_add_cancel, add_zero] at h
  rw [fano_sub_one_eq_spectrum, h, spectrum_kick, add_sub_cancel, div_mul_eq_mul_div,
    eq_div_iff hq]
  ring
```

Finally, the polar form gives \(\cos(\varphi/2)=q/\sqrt{1+q^2}\) and \(\sin(\varphi/2)=-1/\sqrt{1+q^2}<0\). Their quotient recovers \(q=-\cot(\varphi/2)\), so the initial phase of the resonant part of a simulated dipole determines the asymmetry parameter. Since a simulated dipole is real, this phase is read from its part that oscillates as \(e^{-iE_r\tau/\hbar}\), with this carrier and the factor \(i\) of linear response removed, and is extrapolated back to \(t=0\) from times at which the prompt response of the background has died out.

```lean
/-- The asymmetry parameter is recovered from the Fano phase as `q = -cot (φ/2)`,
where `sin (φ/2)` is negative. -/
theorem q_eq_neg_cot (q : ℝ) :
    Real.sin (fanoPhase q / 2) < 0 ∧
    q = -(Real.cos (fanoPhase q / 2) / Real.sin (fanoPhase q / 2)) := by
  obtain ⟨hc, hs⟩ := fanoPhase_cos_sin q
  have hz : (q : ℂ) - I ≠ 0 := by
    intro h
    have h' := congrArg Complex.im h
    simp at h'
  have hp : 0 < ‖(q : ℂ) - I‖ := norm_pos_iff.mpr hz
  have ha : fanoPhase q / 2 = Complex.arg ((q : ℂ) - I) := by
    unfold fanoPhase
    ring
  have hre : ((q : ℂ) - I).re = q := by simp
  have him : ((q : ℂ) - I).im = -1 := by simp
  rw [ha, Complex.sin_arg, Complex.cos_arg hz, hre, him]
  refine ⟨div_neg_of_neg_of_pos (by norm_num) hp, ?_⟩
  rw [div_div_div_cancel_right₀ hp.ne']
  ring

end

end FanoProfile
```

```lean
#print axioms FanoProfile.lorentzian_of_kick
#print axioms FanoProfile.lorentzian_iff
#print axioms FanoProfile.fano_conversion
#print axioms FanoProfile.q_eq_neg_cot
```

```
'FanoProfile.lorentzian_of_kick' depends on axioms: [propext, Classical.choice, Quot.sound]
'FanoProfile.lorentzian_iff' depends on axioms: [propext, Classical.choice, Quot.sound]
'FanoProfile.fano_conversion' depends on axioms: [propext, Classical.choice, Quot.sound]
'FanoProfile.q_eq_neg_cot' depends on axioms: [propext, Classical.choice, Quot.sound]
```
